# In equilibrium with bulk A_aB_b, a symmetric slab's surface energy is affine in the chemical potential of B

To compare surface terminations that contain different numbers of atoms, each slab is reduced here to four data: a free energy, two atom counts and the area of one face. Contact with the bulk compound then enters as an equation between two chemical potentials.

```lean
import Mathlib

noncomputable section

namespace SlabSurfaceEnergy

/-- A symmetric slab of a binary compound: free energy `G`, numbers `NA` and `NB` of atoms
A and B, and the positive area `S` of each of its two equal faces. -/
structure Slab where
  G : ℝ
  NA : ℕ
  NB : ℕ
  S : ℝ
  S_pos : 0 < S

/-- Surface energy per area at chemical potentials `mA` and `mB`: the free energy in excess of
the atomic reservoirs, shared by the two faces. -/
def Slab.surfaceEnergy (s : Slab) (mA mB : ℝ) : ℝ :=
  (s.G - s.NA * mA - s.NB * mB) / (2 * s.S)

/-- The coefficient `(b N_A / a - N_B) / (2 S)` for a slab of the compound A_aB_b,
with `a` nonzero. -/
def Slab.slope (s : Slab) (a b : ℕ) : ℝ :=
  ((b : ℝ) * s.NA / a - s.NB) / (2 * s.S)

/-- The coefficient `(G - N_A g / a) / (2 S)` for a slab of a compound with `a` atoms A and
energy `g` per formula unit, with `a` nonzero. -/
def Slab.intercept (s : Slab) (a : ℕ) (g : ℝ) : ℝ :=
  (s.G - s.NA * g / a) / (2 * s.S)

/-- The slab after adding `p` atoms A and `q` atoms B, which raises its free energy by `e`
and leaves the area of its faces as it was. -/
def Slab.extend (s : Slab) (p q : ℕ) (e : ℝ) : Slab where
  G := s.G + e
  NA := s.NA + p
  NB := s.NB + q
  S := s.S
  S_pos := s.S_pos

/-- In equilibrium with bulk A_aB_b, where `a > 0`, the surface energy is affine in the chemical
potential of B, with slope `(b N_A / a - N_B) / (2 S)`. -/
theorem surfaceEnergy_affine (s : Slab) {a b : ℕ} (ha : 0 < a) {g mA mB : ℝ}
    (heq : a * mA + b * mB = g) :
    s.surfaceEnergy mA mB = s.intercept a g + s.slope a b * mB := by
  have ha' : (a : ℝ) ≠ 0 := by exact_mod_cast ha.ne'
  have hS : s.S ≠ 0 := s.S_pos.ne'
  -- the bulk equilibrium fixes the chemical potential of A
  have hA : mA = (g - b * mB) / a := by
    rw [eq_div_iff ha']
    linear_combination heq
  rw [hA]
  unfold Slab.surfaceEnergy Slab.intercept Slab.slope
  ring

/-- Adding atoms to a slab leaves its surface energy unchanged exactly when the added free energy
equals the cost of these atoms in the reservoirs. -/
theorem extend_surfaceEnergy_eq_iff (s : Slab) (p q : ℕ) (e mA mB : ℝ) :
    (s.extend p q e).surfaceEnergy mA mB = s.surfaceEnergy mA mB ↔
      e = p * mA + q * mB := by
  have hS : 2 * s.S ≠ 0 := mul_ne_zero two_ne_zero s.S_pos.ne'
  simp only [Slab.surfaceEnergy, Slab.extend]
  rw [div_left_inj' hS]
  push_cast
  constructor <;> intro h <;> linear_combination h

/-- Adding `k` bulk formula units A_aB_b of energy `g` each, where `a > 0`, changes neither the
slope nor the surface energy at any chemical potentials in equilibrium with the bulk. -/
theorem extend_bulk (s : Slab) {a b : ℕ} (ha : 0 < a) (k : ℕ) (g : ℝ) :
    (s.extend (k * a) (k * b) (k * g)).slope a b = s.slope a b ∧
      ∀ mA mB : ℝ, a * mA + b * mB = g →
        (s.extend (k * a) (k * b) (k * g)).surfaceEnergy mA mB = s.surfaceEnergy mA mB := by
  have ha' : (a : ℝ) ≠ 0 := by exact_mod_cast ha.ne'
  constructor
  · have h : (b : ℝ) * (s.NA + k * a) / a - (s.NB + k * b) = b * s.NA / a - s.NB := by
      rw [mul_add, add_div, show (b : ℝ) * (k * a) / a = k * b by
        rw [div_eq_iff ha']; ring]
      ring
    simp only [Slab.slope, Slab.extend]
    push_cast
    rw [h]
  · intro mA mB heq
    rw [extend_surfaceEnergy_eq_iff]
    push_cast
    linear_combination -(k : ℝ) * heq

/-- Let `a` and `b` be coprime, and take two points of equilibrium with bulk A_aB_b that differ in
the chemical potential of B. An addition of atoms preserves the surface energy at both points
exactly when it consists of a whole number of formula units, each with the bulk energy `g`. -/
theorem surfaceEnergy_preserved_iff_bulk (s : Slab) {a b : ℕ} (hab : Nat.Coprime a b)
    {g mA mB mA' mB' : ℝ} (h1 : a * mA + b * mB = g) (h2 : a * mA' + b * mB' = g)
    (hne : mB ≠ mB') (p q : ℕ) (e : ℝ) :
    ((s.extend p q e).surfaceEnergy mA mB = s.surfaceEnergy mA mB ∧
      (s.extend p q e).surfaceEnergy mA' mB' = s.surfaceEnergy mA' mB') ↔
      ∃ k : ℕ, p = k * a ∧ q = k * b ∧ e = k * g := by
  rw [extend_surfaceEnergy_eq_iff, extend_surfaceEnergy_eq_iff]
  constructor
  · rintro ⟨e1, e2⟩
    -- a compound without A would fix the chemical potential of B
    have ha : 0 < a := by
      rcases Nat.eq_zero_or_pos a with h0 | h0
      · subst h0
        have hb : b = 1 := by simpa using hab
        subst hb
        norm_num at h1 h2
        exact absurd (h1.trans h2.symm) hne
      · exact h0
    -- the two balances force the added atoms into the bulk ratio
    have hprod : ((q : ℝ) * a - p * b) * (mB - mB') = 0 := by
      linear_combination (a : ℝ) * (e2 - e1) - (p : ℝ) * (h1 - h2)
    have hreal : (q : ℝ) * a = p * b :=
      sub_eq_zero.mp ((mul_eq_zero.mp hprod).resolve_right (sub_ne_zero.mpr hne))
    have hnat : q * a = p * b := by exact_mod_cast hreal
    -- coprimality makes the number of formula units whole
    have hdvd : a ∣ p := hab.dvd_of_dvd_mul_right ⟨q, by rw [← hnat, mul_comm]⟩
    obtain ⟨k, hk⟩ := hdvd
    have hq : q = k * b := by
      apply Nat.eq_of_mul_eq_mul_right ha
      rw [hnat, hk]
      ring
    refine ⟨k, by rw [hk, mul_comm], hq, ?_⟩
    rw [e1, hk, hq]
    push_cast
    linear_combination (k : ℝ) * h1
  · rintro ⟨k, rfl, rfl, rfl⟩
    push_cast
    constructor
    · linear_combination -(k : ℝ) * h1
    · linear_combination -(k : ℝ) * h2

/-- For `a > 0`, the surface energies at two points of equilibrium with bulk A_aB_b that differ in
the chemical potential of B agree exactly when the slab has the bulk composition. -/
theorem surfaceEnergy_eq_iff_stoichiometric (s : Slab) {a b : ℕ} (ha : 0 < a)
    {g mA mB mA' mB' : ℝ} (h1 : a * mA + b * mB = g) (h2 : a * mA' + b * mB' = g)
    (hne : mB ≠ mB') :
    s.surfaceEnergy mA mB = s.surfaceEnergy mA' mB' ↔ b * s.NA = a * s.NB := by
  have ha' : (a : ℝ) ≠ 0 := by exact_mod_cast ha.ne'
  have hS : 2 * s.S ≠ 0 := mul_ne_zero two_ne_zero s.S_pos.ne'
  unfold Slab.surfaceEnergy
  rw [div_left_inj' hS]
  constructor
  · intro h
    have hprod : ((b : ℝ) * s.NA - a * s.NB) * (mB - mB') = 0 := by
      linear_combination (a : ℝ) * h + (s.NA : ℝ) * (h1 - h2)
    have hreal : (b : ℝ) * s.NA = a * s.NB :=
      sub_eq_zero.mp ((mul_eq_zero.mp hprod).resolve_right (sub_ne_zero.mpr hne))
    exact_mod_cast hreal
  · intro h
    have hr : (b : ℝ) * s.NA = a * s.NB := by exact_mod_cast h
    apply mul_left_cancel₀ ha'
    linear_combination (mB - mB') * hr - (s.NA : ℝ) * (h1 - h2)

/-- Of two terminations in equilibrium with bulk A_aB_b, where `a > 0`, the one with the smaller
slope has the lower surface energy exactly when the chemical potential of B lies above the
crossing point of the two lines. -/
theorem termination_favoured_iff (s t : Slab) {a b : ℕ} (ha : 0 < a) {g mA mB : ℝ}
    (heq : a * mA + b * mB = g) (hst : s.slope a b < t.slope a b) :
    s.surfaceEnergy mA mB < t.surfaceEnergy mA mB ↔
      (s.intercept a g - t.intercept a g) / (t.slope a b - s.slope a b) < mB := by
  rw [surfaceEnergy_affine s ha heq, surfaceEnergy_affine t ha heq,
    div_lt_iff₀ (sub_pos.mpr hst)]
  constructor <;> intro h <;> linarith

end SlabSurfaceEnergy
```

```lean
#print axioms SlabSurfaceEnergy.surfaceEnergy_affine
#print axioms SlabSurfaceEnergy.extend_bulk
#print axioms SlabSurfaceEnergy.surfaceEnergy_eq_iff_stoichiometric
#print axioms SlabSurfaceEnergy.termination_favoured_iff
```

```
'SlabSurfaceEnergy.surfaceEnergy_affine' depends on axioms: [propext, Classical.choice, Quot.sound]
'SlabSurfaceEnergy.extend_bulk' depends on axioms: [propext, Classical.choice, Quot.sound]
'SlabSurfaceEnergy.surfaceEnergy_eq_iff_stoichiometric' depends on axioms: [propext, Classical.choice, Quot.sound]
'SlabSurfaceEnergy.termination_favoured_iff' depends on axioms: [propext, Classical.choice, Quot.sound]
```

## Slab, reservoirs and bulk equilibrium

A `Slab` holds the free energy $G$, the numbers $N_A$ and $N_B$ of atoms (`NA` and `NB`, natural numbers), and the area $S>0$ of one face. The letter $S$ is an area here, not an entropy. The chemical potentials, usually written $\mu_A$ and $\mu_B$, are $m_A$ and $m_B$ (`mA` and `mB`). The surface energy is

$$\gamma(m_A,m_B)=\frac{G-N_Am_A-N_Bm_B}{2S}.$$

The factor 2 is where the symmetry of the slab enters: both faces have the same termination and share the excess equally. No atomic positions appear.

The hypothesis $am_A+bm_B=g$ says that a formula unit of bulk A$_a$B$_b$ can be formed from atoms of the two reservoirs, or returned to them, at no cost, where $g$ is the bulk free energy per formula unit. For $a>0$ it leaves one free variable, taken to be $m_B$. The further bounds on $m_B$, set by elemental or competing phases, are not imposed, so the statements hold along the whole equilibrium line.

## One straight line per termination

For $a>0$ the equilibrium condition gives $m_A=(g-bm_B)/a$. Substituting this,

$$G-N_Am_A-N_Bm_B=G-\frac{N_Ag}{a}+\left(\frac{bN_A}{a}-N_B\right)m_B,$$

and dividing by $2S$,

$$\gamma=\frac{G-N_Ag/a}{2S}+\frac{bN_A/a-N_B}{2S}\,m_B .$$

The two coefficients are `intercept` and `slope`, and the identity is `surfaceEnergy_affine`. Its proof takes the same route: `hA` solves for $m_A$, the definitions are unfolded, and `ring` collects the terms. A slab with more B than the bulk ratio allows has a negative slope, so its surface energy falls as $m_B$ rises.

Two points on the equilibrium line with $m_B\neq m_B'$ therefore give the same surface energy exactly when the slope vanishes, that is, when $bN_A=aN_B$. This is `surfaceEnergy_eq_iff_stoichiometric`. Its proof compares the two surface energies directly: $G$ cancels, and the bulk relations turn what remains into $(bN_A-aN_B)(m_B-m_B')=0$.

For two terminations $s$ and $t$ with intercepts $I_s,I_t$ and slopes $\sigma_s<\sigma_t$, the inequality $I_s+\sigma_sm_B<I_t+\sigma_tm_B$ rearranges to

$$\frac{I_s-I_t}{\sigma_t-\sigma_s}<m_B .$$

`termination_favoured_iff` states this equivalence. The proof rewrites both surface energies by the affine law and multiplies out the positive denominator; `linarith` does the rest.

## Which additions leave the surface energy alone

`extend` adds $p$ atoms of A and $q$ atoms of B, raises the free energy by $e$, and keeps the area. The surface energy changes by

$$\frac{e-pm_A-qm_B}{2S},$$

which is zero exactly when $e=pm_A+qm_B$. This is `extend_surfaceEnergy_eq_iff`, and it needs no bulk equilibrium. In the proof the common denominator $2S$ is cancelled and `linear_combination` matches the numerators.

Now add $k$ formula units of energy $g$ each, so that $p=ka$, $q=kb$ and $e=kg$. The condition becomes $kg=k(am_A+bm_B)$, which is $k$ times the equilibrium relation. The slope is unchanged as well, because

$$\frac{b(N_A+ka)}{a}-(N_B+kb)=\frac{bN_A}{a}-N_B .$$

These are the two halves of `extend_bulk`. The step from this model to a real slab is the value of $e$: added layers cost $kg$ to a good approximation once the slab is thick enough for its interior to be bulk-like and for its faces to have little influence on each other.

The converse, `surfaceEnergy_preserved_iff_bulk`, takes a reduced formula, with $a$ and $b$ coprime, and two equilibrium points with $m_B\ne m_B'$. Suppose an addition preserves the surface energy at both. Then

$$e=pm_A+qm_B=pm_A'+qm_B'.$$

Subtracting the two expressions, and doing the same with the bulk relations, gives

$$p(m_A-m_A')+q(m_B-m_B')=0,\qquad a(m_A-m_A')=-b(m_B-m_B').$$

Multiplying the first equation by $a$ and inserting the second yields $(qa-pb)(m_B-m_B')=0$, hence $qa=pb$. So $a$ divides $pb$, and by coprimality it divides $p$. Writing $p=ka$ and cancelling $a$ gives $q=kb$, and then $e=k(am_A+bm_B)=kg$.

In the Lean proof, `hprod` is the product equation, `hnat` carries $qa=pb$ from the reals back to the natural numbers, and `hdvd` is the divisibility step. The theorem does not assume $a>0$. If $a$ were zero, coprimality would force $b=1$, and both bulk relations would read $m_B=g=m_B'$, against the hypothesis.

Two of the hypotheses can be seen at work in small cases. If the compound AB is written as A$_2$B$_2$, adding one A and one B with energy $g/2$ preserves the surface energy everywhere on the equilibrium line, yet it is half a formula unit. At a single equilibrium point, one extra B atom with $e=m_B$ also preserves it, although for $a>0$ this is no multiple of the formula.

## Numbers for an AB₂ compound

Take $a=1$, $b=2$, $g=-10$ eV and $S=10$ Å$^2$, with invented energies. Let slab $s$ have $N_A=5$, $N_B=12$ and $G=-55$ eV. Its intercept is $(-55+50)/20=-0.25$ eV/Å$^2$ and its slope is $(10-12)/20=-0.1$ Å$^{-2}$.

At $m_B=-4$ eV the line gives $-0.25+0.4=0.15$ eV/Å$^2$. Directly, $m_A=-10+8=-2$ eV and $(-55+10+48)/20=0.15$ eV/Å$^2$. With one more formula unit the slab has $G=-65$ eV, $N_A=6$ and $N_B=14$, and $(-65+12+56)/20$ is again $0.15$ eV/Å$^2$.

Let a stoichiometric slab $t$ have $N_A=5$, $N_B=10$, the same area and $G=-46$ eV. Its surface energy is $0.2$ eV/Å$^2$ at every $m_B$. The lines cross at $(-0.25-0.2)/0.1=-4.5$ eV, and $s$ is the lower one above that value.

## Surface phase diagrams of oxides

To apply the model in a density-functional study of a binary oxide, let B be oxygen. Each termination is relaxed as a symmetric slab, and its total energy, possibly with a vibrational correction at a fixed temperature, serves as $G$. Slabs with two different faces are also in use, but the formula above does not give the surface energy of each of their faces. A separate bulk calculation supplies $g$, with the vibrational correction included in both $G$ and $g$ or in neither. The oxygen chemical potential is commonly measured from half the energy of an O$_2$ molecule and related to temperature and pressure through the gas phase. Each termination then contributes one line, and the lowest line at each $m_B$ marks the favoured termination among those computed. For this binary compound with fixed face area, the affine law is what allows a whole line to be drawn against $m_B$ from one slab energy and one bulk energy. On an axis measured from half the energy of O$_2$, that energy is needed as well, unless the slope is zero.

The choice of $g$ shows up in the thickness dependence. If $k$ added formula units raise the computed slab energy by $e$ instead of $kg$, the surface energy shifts by $(e-kg)/(2S)$. A small mismatch between the bulk energy and the energy of a slab's inner layers, for instance from different k-point sampling, thus accumulates with every layer, and the surface energy drifts linearly with thickness.
